# Connected correlations at distance r in an infinitely long Ising ring scale as the r-th power of the transfer-matrix eigenvalue ratio

Take three Ising spins on a ring, with coupling K in units of the temperature and no field. The two aligned states have weight e^(3K) and the other six have weight e^(−K). Single-spin averages vanish, and with t = tanh K

⟨s_0 s_1⟩ = (e^(4K) − 1)/(e^(4K) + 3) = (t + t²)/(1 + t³).

The term t comes from the direct bond, t² from the way round through the third spin. On a longer ring the second route fades, leaving t.

With a field h, also in units of the temperature, the limit at fixed distance r is

⟨s_0 s_r⟩ − ⟨s_0⟩⟨s_r⟩ → (q/p)^r A, A = e^(−4K)/(sinh² h + e^(−4K)),

where p > |q| are the transfer-matrix eigenvalues.

## A reference value for ring simulations

A Monte Carlo or transfer-matrix code for the classical one-dimensional nearest-neighbour Ising model can be compared with the exact finite-ring formula below at any ring length. It can be compared with the limit once |q/p|^(N−r) is far below the absolute error allowed, where N is the number of spins.

## From bond weights to the limit

Let N be the number of spins. Sharing the field between bond ends gives the weight as a product of

T(a,b) = exp(K a b + h(a + b)/2), a, b = ±1.

With S = diag(1, −1), summing over configurations gives

Z = tr T^N
Σ s_0 w = Σ s_r w = tr(S T^N)
Σ s_0 s_r w = tr(S T^r S T^(N−r)),

where w is the Boltzmann weight and Z its sum. Set

c = e^K cosh h, d = √(e^(2K) sinh² h + e^(−2K))
u = e^K sinh h / d, v = e^(−K)/d.

Then u² + v² = 1, v² = A, and T = c I + d R, where R has rows (u, v) and (v, −u). Since R² = I and tr R = 0, R has eigenvalues 1 and −1, so those of T are p = c + d and q = c − d. Both c and d are positive, so p > |q|, and

T^m = ½(p^m + q^m) I + ½(p^m − q^m) R.

Using tr R = tr S = 0, tr(SR) = 2u and tr(SRSR) = 2(u² − v²),

Z = p^N + q^N
Σ s_0 w = u(p^N − q^N)
Σ s_0 s_r w = u²(p^N + q^N) + v²(p^(N−r) q^r + p^r q^(N−r)).

Now let t = q/p. Dividing by Z and subtracting the product of averages gives, for 0 ≤ r < N,

C_N(r) = A (t^r + t^(N−r))/(1 + t^N) + (1 − A) 4t^N/(1 + t^N)².

Since |t| < 1, t^N and t^(N−r) vanish as N → ∞, leaving A t^r. At h = 0, A = 1 and t = tanh K.

## The Lean file

```lean
import Mathlib

open Filter Topology

namespace IsingRingCorrelation

noncomputable section

/-- The value +1 or -1 of a spin in each of its two states. -/
def spin (a : Fin 2) : ℝ := if a = 0 then 1 else -1

/-- Boltzmann weight of a configuration of the ring of `n + 1` spins with coupling `K` and field `h`,
both in units of the temperature. -/
def weight (K h : ℝ) {n : ℕ} (s : Fin (n + 1) → Fin 2) : ℝ :=
  Real.exp (∑ i, (K * (spin (s i) * spin (s (i + 1))) + h * spin (s i)))

/-- Thermal average of an observable on the ring of `n + 1` spins. -/
def average (K h : ℝ) {n : ℕ} (O : (Fin (n + 1) → Fin 2) → ℝ) : ℝ :=
  (∑ s, O s * weight K h s) / ∑ s : Fin (n + 1) → Fin 2, weight K h s

/-- The site reached from site 0 after `r` steps around the ring of `n + 1` spins. -/
def site (n r : ℕ) : Fin (n + 1) := ⟨r % (n + 1), Nat.mod_lt _ n.succ_pos⟩

/-- Connected correlation of the spin at site 0 and the spin reached from it after `r` steps around
the ring of `n + 1` spins. -/
def connected (K h : ℝ) (n r : ℕ) : ℝ :=
  average K h (fun s : Fin (n + 1) → Fin 2 => spin (s 0) * spin (s (site n r))) -
    average K h (fun s : Fin (n + 1) → Fin 2 => spin (s 0)) *
      average K h (fun s : Fin (n + 1) → Fin 2 => spin (s (site n r)))

/-- The symmetric transfer matrix, with the field shared equally between the two ends of a bond. -/
def transfer (K h : ℝ) : Matrix (Fin 2) (Fin 2) ℝ :=
  Matrix.of fun a b => Real.exp (K * (spin a * spin b) + h * (spin a + spin b) / 2)

/-- Half the distance between the two eigenvalues of the transfer matrix. -/
def gap (K h : ℝ) : ℝ :=
  Real.sqrt (Real.exp (2 * K) * Real.sinh h ^ 2 + Real.exp (-2 * K))

/-- The larger eigenvalue `p` of the transfer matrix. -/
def lamPlus (K h : ℝ) : ℝ := Real.exp K * Real.cosh h + gap K h

/-- The smaller eigenvalue `q` of the transfer matrix. -/
def lamMinus (K h : ℝ) : ℝ := Real.exp K * Real.cosh h - gap K h

/-- The amplitude `exp(-4K) / (sinh² h + exp(-4K))`. -/
def amplitude (K h : ℝ) : ℝ :=
  Real.exp (-4 * K) / (Real.sinh h ^ 2 + Real.exp (-4 * K))

/-- A sum over all paths of a product of matrix elements is a sum over elements of the matrix
product, with any function of the two end points carried along. -/
theorem sum_paths {σ : Type} [Fintype σ] [DecidableEq σ] (n : ℕ) :
    ∀ (M : ℕ → Matrix σ σ ℝ) (g : σ → σ → ℝ),
      ∑ s : Fin (n + 1) → σ, (∏ i : Fin n, M i.val (s i.castSucc) (s i.succ)) *
        g (s 0) (s (Fin.last n)) = ∑ a, ∑ b, ((List.range n).map M).prod a b * g a b := by
  induction n with
  | zero =>
    intro M g
    have hr : ∑ a, ∑ b, ((List.range 0).map M).prod a b * g a b = ∑ a, g a a := by
      simp [Matrix.one_apply]
    rw [hr, ← (Equiv.funUnique (Fin 1) σ).sum_comp (fun a => g a a)]
    refine Finset.sum_congr rfl fun s _ => ?_
    rw [Fin.prod_univ_zero, one_mul]
    rfl
  | succ n ih =>
    intro M g
    -- split off the first site of the path
    rw [← (Fin.consEquiv (fun _ : Fin (n + 2) => σ)).sum_comp, Fintype.sum_prod_type]
    refine Finset.sum_congr rfl fun a _ => ?_
    have hp : ((List.range (n + 1)).map M).prod =
        M 0 * ((List.range n).map fun i => M (i + 1)).prod := List.prod_range_succ' M n
    calc _ = ∑ s : Fin (n + 1) → σ, (∏ i : Fin n, M (i.val + 1) (s i.castSucc) (s i.succ)) *
          (M 0 a (s 0) * g a (s (Fin.last n))) := by
          refine Finset.sum_congr rfl fun s _ => ?_
          rw [Fin.prod_univ_succ]
          change M 0 a (s 0) * (∏ i : Fin n, M (i.val + 1) (s i.castSucc) (s i.succ)) *
            g a (s (Fin.last n)) = _
          ring
      _ = ∑ c, ∑ b, ((List.range n).map fun i => M (i + 1)).prod c b * (M 0 a c * g a b) :=
          ih (fun i => M (i + 1)) (fun c b => M 0 a c * g a b)
      _ = _ := by
          rw [hp, Finset.sum_comm]
          refine Finset.sum_congr rfl fun b _ => ?_
          rw [Matrix.mul_apply, Finset.sum_mul]
          exact Finset.sum_congr rfl fun c _ => by ring

/-- A chain of equal factors `T` with one insertion `D` in front of factor number `r`. -/
theorem chain_prod {R : Type} [Monoid R] (T D : R) (r k : ℕ) :
    ((List.range (r + k + 1)).map (fun i => if i = r then D * T else T)).prod =
      T ^ r * (D * T ^ (k + 1)) := by
  have h0 : ∀ m, m ≤ r →
      ((List.range m).map (fun i => if i = r then D * T else T)).prod = T ^ m := by
    intro m
    induction m with
    | zero => intro _; simp
    | succ m ih =>
      intro hm
      rw [List.prod_range_succ, ih (by omega), if_neg (show ¬ m = r by omega), pow_succ]
  induction k with
  | zero => rw [add_zero, List.prod_range_succ, h0 r le_rfl, if_pos rfl, zero_add, pow_one]
  | succ k ih =>
    rw [show r + (k + 1) = r + k + 1 from rfl, List.prod_range_succ, ih,
      if_neg (show ¬ r + k + 1 = r by omega), pow_succ T (k + 1)]
    simp only [mul_assoc]

/-- The Boltzmann weight of the ring is the product of transfer matrix elements over its bonds. -/
theorem weight_eq_prod (K h : ℝ) {n : ℕ} (s : Fin (n + 1) → Fin 2) :
    weight K h s = ∏ i, transfer K h (s i) (s (i + 1)) := by
  have hs : ∑ i, spin (s (i + 1)) = ∑ i, spin (s i) :=
    Equiv.sum_comp (Equiv.addRight (1 : Fin (n + 1))) (fun i => spin (s i))
  simp only [weight, transfer, Matrix.of_apply]
  rw [← Real.exp_sum]
  congr 1
  simp only [Finset.sum_add_distrib, ← Finset.mul_sum, ← Finset.sum_div, hs]
  ring

/-- Boltzmann sum with one observable at site 0 and one at site `r`, on a ring of `r + k + 1` spins,
in terms of powers of the transfer matrix. -/
theorem sum_two_sites (K h : ℝ) (r k : ℕ) (f g : Fin 2 → ℝ) :
    ∑ s : Fin (r + k + 1) → Fin 2, f (s 0) * g (s (site (r + k) r)) * weight K h s =
      ∑ a, ∑ b, f a * g b * (transfer K h ^ r) a b * (transfer K h ^ (k + 1)) b a := by
  obtain ⟨M, hM⟩ : ∃ M : ℕ → Matrix (Fin 2) (Fin 2) ℝ, M = fun i =>
    if i = r then Matrix.diagonal g * transfer K h else transfer K h := ⟨_, rfl⟩
  have hMab : ∀ i a b, M i a b = (if i = r then g a else 1) * transfer K h a b := by
    intro i a b
    rw [hM]
    by_cases hi : i = r
    · simp only [if_pos hi, Matrix.diagonal_mul]
    · simp only [if_neg hi, one_mul]
  have hsite : (site (r + k) r).val = r := Nat.mod_eq_of_lt (by omega)
  -- the observable at site r is absorbed into the bond that starts there
  have hw : ∀ s : Fin (r + k + 1) → Fin 2, g (s (site (r + k) r)) * weight K h s =
      ∏ i : Fin (r + k + 1), M i.val (s i) (s (i + 1)) := by
    intro s
    simp only [hMab]
    rw [Finset.prod_mul_distrib, ← weight_eq_prod, Finset.prod_eq_single (site (r + k) r)]
    · rw [if_pos hsite]
    · intro i _ hi
      exact if_neg (fun e => hi (Fin.ext (e.trans hsite.symm)))
    · intro hn
      exact absurd (Finset.mem_univ _) hn
  have h1 : ∀ i : Fin (r + k), i.castSucc + 1 = i.succ := fun i => by simp
  have h2 : Fin.last (r + k) + 1 = 0 := by simp
  have h3 : ∀ i : Fin (r + k), i.castSucc.val = i.val := fun _ => rfl
  have h4 : (Fin.last (r + k)).val = r + k := rfl
  have hq : ((List.range (r + k)).map M).prod * M (r + k) =
      transfer K h ^ r * (Matrix.diagonal g * transfer K h ^ (k + 1)) := by
    rw [← List.prod_range_succ, hM]
    exact chain_prod _ _ r k
  calc _ = ∑ s : Fin (r + k + 1) → Fin 2,
        (∏ i : Fin (r + k), M i.val (s i.castSucc) (s i.succ)) *
          (f (s 0) * M (r + k) (s (Fin.last (r + k))) (s 0)) := by
        refine Finset.sum_congr rfl fun s _ => ?_
        rw [mul_assoc, hw s, Fin.prod_univ_castSucc]
        simp only [h1, h2, h3, h4]
        ring
    _ = ∑ a, ∑ b, ((List.range (r + k)).map M).prod a b * (f a * M (r + k) b a) :=
        sum_paths (r + k) M (fun a b => f a * M (r + k) b a)
    _ = ∑ a, f a * (((List.range (r + k)).map M).prod * M (r + k)) a a := by
        refine Finset.sum_congr rfl fun a _ => ?_
        rw [Matrix.mul_apply, Finset.mul_sum]
        exact Finset.sum_congr rfl fun b _ => by ring
    _ = _ := by
        rw [hq]
        refine Finset.sum_congr rfl fun a _ => ?_
        rw [Matrix.mul_apply, Finset.mul_sum]
        refine Finset.sum_congr rfl fun b _ => ?_
        rw [Matrix.diagonal_mul]
        ring

/-- Powers of a symmetric two-level matrix with mean `c`, half-splitting `d` and
mixing direction `(u, v)`. -/
theorem two_level_pow (c d u v : ℝ) (huv : u ^ 2 + v ^ 2 = 1) (n : ℕ) :
    !![c + d * u, d * v; d * v, c - d * u] ^ n =
      !![((c + d) ^ n + (c - d) ^ n) / 2 + u * (((c + d) ^ n - (c - d) ^ n) / 2),
          v * (((c + d) ^ n - (c - d) ^ n) / 2);
         v * (((c + d) ^ n - (c - d) ^ n) / 2),
          ((c + d) ^ n + (c - d) ^ n) / 2 - u * (((c + d) ^ n - (c - d) ^ n) / 2)] := by
  have m2 : ∀ a b c d a' b' c' d' : ℝ, a = a' → b = b' → c = c' → d = d' →
      !![a, b; c, d] = !![a', b'; c', d'] := by
    rintro _ _ _ _ _ _ _ _ rfl rfl rfl rfl
    rfl
  induction n with
  | zero =>
    rw [pow_zero, Matrix.one_fin_two]
    refine m2 _ _ _ _ _ _ _ _ ?_ ?_ ?_ ?_ <;> norm_num
  | succ n ih =>
    rw [pow_succ, ih, Matrix.mul_fin_two]
    refine m2 _ _ _ _ _ _ _ _ ?_ ?_ ?_ ?_
    · linear_combination (((c + d) ^ n - (c - d) ^ n) / 2 * d) * huv
    · ring
    · ring
    · linear_combination (((c + d) ^ n - (c - d) ^ n) / 2 * d) * huv

/-- The transfer matrix is a two-level matrix with a unit mixing direction `(u, v)`, and `v²` is the
amplitude `exp(-4K) / (sinh² h + exp(-4K))`. -/
theorem transfer_two_level (K h : ℝ) : ∃ u v : ℝ, u ^ 2 + v ^ 2 = 1 ∧ v ^ 2 = amplitude K h ∧
    transfer K h = !![Real.exp K * Real.cosh h + gap K h * u, gap K h * v;
      gap K h * v, Real.exp K * Real.cosh h - gap K h * u] := by
  have hE : Real.exp K * Real.exp (-K) = 1 := by rw [← Real.exp_add]; simp
  have e2 : Real.exp (2 * K) = Real.exp K ^ 2 := by
    rw [← Real.exp_nat_mul]; congr 1
  have e2' : Real.exp (-2 * K) = Real.exp (-K) ^ 2 := by
    rw [← Real.exp_nat_mul]; congr 1; push_cast; ring
  have e4 : Real.exp (-4 * K) = Real.exp (-K) ^ 4 := by
    rw [← Real.exp_nat_mul]; congr 1; push_cast; ring
  have hd : 0 < gap K h := Real.sqrt_pos.mpr (by positivity)
  have hd0 : gap K h ≠ 0 := hd.ne'
  have hd2 : gap K h ^ 2 = (Real.exp K * Real.sinh h) ^ 2 + Real.exp (-K) ^ 2 := by
    rw [gap, Real.sq_sqrt (by positivity), e2, e2']; ring
  have s0 : spin 0 = 1 := by simp [spin]
  have s1 : spin 1 = -1 := by simp [spin]
  refine ⟨Real.exp K * Real.sinh h / gap K h, Real.exp (-K) / gap K h, ?_, ?_, ?_⟩
  · rw [div_pow, div_pow, ← add_div, ← hd2]
    exact div_self (pow_ne_zero 2 hd0)
  · rw [div_pow, hd2, amplitude, e4, div_eq_div_iff (by positivity) (by positivity)]
    linear_combination (-(Real.exp (-K) ^ 2 * Real.sinh h ^ 2) *
      (Real.exp K * Real.exp (-K) + 1)) * hE
  · have hc : ∀ x, gap K h * (x / gap K h) = x := fun x => by field_simp
    have t00 : transfer K h 0 0 = Real.exp K * Real.cosh h + Real.exp K * Real.sinh h := by
      rw [← mul_add, Real.cosh_add_sinh, ← Real.exp_add]
      change Real.exp (K * (spin 0 * spin 0) + h * (spin 0 + spin 0) / 2) = _
      rw [s0]; congr 1; ring
    have t01 : transfer K h 0 1 = Real.exp (-K) := by
      change Real.exp (K * (spin 0 * spin 1) + h * (spin 0 + spin 1) / 2) = _
      rw [s0, s1]; congr 1; ring
    have t10 : transfer K h 1 0 = Real.exp (-K) := by
      change Real.exp (K * (spin 1 * spin 0) + h * (spin 1 + spin 0) / 2) = _
      rw [s0, s1]; congr 1; ring
    have t11 : transfer K h 1 1 = Real.exp K * Real.cosh h - Real.exp K * Real.sinh h := by
      rw [← mul_sub, Real.cosh_sub_sinh, ← Real.exp_add]
      change Real.exp (K * (spin 1 * spin 1) + h * (spin 1 + spin 1) / 2) = _
      rw [s1]; congr 1; ring
    rw [hc, hc, Matrix.eta_fin_two (transfer K h), t00, t01, t10, t11]

/-- The eigenvalues of the transfer matrix, as roots of its characteristic determinant, are `p`
and `q`, and `|q| < p`. -/
theorem transfer_spectrum (K h : ℝ) : |lamMinus K h| < lamPlus K h ∧
    ∀ x : ℝ, (transfer K h - x • (1 : Matrix (Fin 2) (Fin 2) ℝ)).det =
      (lamPlus K h - x) * (lamMinus K h - x) := by
  constructor
  · have hd : 0 < gap K h := Real.sqrt_pos.mpr (by positivity)
    have hc : 0 < Real.exp K * Real.cosh h := mul_pos (Real.exp_pos K) (Real.cosh_pos h)
    rw [abs_lt, lamMinus, lamPlus]
    constructor <;> linarith
  · intro x
    obtain ⟨u, v, huv, -, hT⟩ := transfer_two_level K h
    rw [hT, Matrix.one_fin_two, Matrix.det_fin_two]
    change (Real.exp K * Real.cosh h + gap K h * u - x * 1) *
      (Real.exp K * Real.cosh h - gap K h * u - x * 1) -
      (gap K h * v - x * 0) * (gap K h * v - x * 0) =
      (Real.exp K * Real.cosh h + gap K h - x) * (Real.exp K * Real.cosh h - gap K h - x)
    linear_combination (-(gap K h) ^ 2) * huv

/-- Exact connected correlation of the spins at sites 0 and `r` on a ring of `r + k + 1` spins, in
terms of the eigenvalue ratio `q / p`. -/
theorem connected_finite (K h : ℝ) (r k : ℕ) : connected K h (r + k) r =
    amplitude K h * (((lamMinus K h / lamPlus K h) ^ r + (lamMinus K h / lamPlus K h) ^ (k + 1)) /
      (1 + (lamMinus K h / lamPlus K h) ^ (r + k + 1))) +
    (1 - amplitude K h) * (4 * (lamMinus K h / lamPlus K h) ^ (r + k + 1) /
      (1 + (lamMinus K h / lamPlus K h) ^ (r + k + 1)) ^ 2) := by
  obtain ⟨u, v, huv, hv, hT⟩ := transfer_two_level K h
  have hqp := (transfer_spectrum K h).1
  have hp0 : 0 < lamPlus K h := (abs_nonneg _).trans_lt hqp
  obtain ⟨t, ht⟩ : ∃ t, t = lamMinus K h / lamPlus K h := ⟨_, rfl⟩
  have hq : t * lamPlus K h = lamMinus K h := by rw [ht]; field_simp
  have ht1 : |t| < 1 := by rw [ht, abs_div, abs_of_pos hp0, div_lt_one hp0]; exact hqp
  have hpow := fun n => two_level_pow (Real.exp K * Real.cosh h) (gap K h) u v huv n
  rw [← hT] at hpow
  change ∀ n, transfer K h ^ n =
    !![(lamPlus K h ^ n + lamMinus K h ^ n) / 2 + u * ((lamPlus K h ^ n - lamMinus K h ^ n) / 2),
        v * ((lamPlus K h ^ n - lamMinus K h ^ n) / 2);
       v * ((lamPlus K h ^ n - lamMinus K h ^ n) / 2),
        (lamPlus K h ^ n + lamMinus K h ^ n) / 2 -
          u * ((lamPlus K h ^ n - lamMinus K h ^ n) / 2)] at hpow
  rw [← ht]
  rw [← hq] at hpow
  obtain ⟨p, hp⟩ : ∃ p, p = lamPlus K h := ⟨_, rfl⟩
  rw [← hp] at hpow hp0
  have h00 : ∀ n, (transfer K h ^ n) 0 0 =
      (p ^ n + (t * p) ^ n) / 2 + u * ((p ^ n - (t * p) ^ n) / 2) := fun n => by rw [hpow]; rfl
  have h01 : ∀ n, (transfer K h ^ n) 0 1 = v * ((p ^ n - (t * p) ^ n) / 2) :=
    fun n => by rw [hpow]; rfl
  have h10 : ∀ n, (transfer K h ^ n) 1 0 = v * ((p ^ n - (t * p) ^ n) / 2) :=
    fun n => by rw [hpow]; rfl
  have h11 : ∀ n, (transfer K h ^ n) 1 1 =
      (p ^ n + (t * p) ^ n) / 2 - u * ((p ^ n - (t * p) ^ n) / 2) := fun n => by rw [hpow]; rfl
  have s0 : spin 0 = 1 := by simp [spin]
  have s1 : spin 1 = -1 := by simp [spin]
  -- the four Boltzmann sums: no spin, spin 0, spin r, both spins
  have hZ := sum_two_sites K h r k (fun _ => 1) (fun _ => 1)
  have hA := sum_two_sites K h r k spin (fun _ => 1)
  have hB := sum_two_sites K h r k (fun _ => 1) spin
  have hC := sum_two_sites K h r k spin spin
  simp only [one_mul, mul_one, Fin.sum_univ_two, h00, h01, h10, h11, s0, s1] at hZ hA hB hC
  have hZ' := hZ.trans (b := _) (c := p ^ (r + k + 1) * (1 + t ^ (r + k + 1))) (by
    linear_combination ((p ^ r - (t * p) ^ r) * (p ^ (k + 1) - (t * p) ^ (k + 1)) / 2) * huv)
  have hA' := hA.trans (b := _) (c := p ^ (r + k + 1) * (u * (1 - t ^ (r + k + 1)))) (by ring)
  have hB' := hB.trans (b := _) (c := p ^ (r + k + 1) * (u * (1 - t ^ (r + k + 1)))) (by ring)
  have hC' := hC.trans (b := _) (c := p ^ (r + k + 1) *
      ((1 + t ^ (r + k + 1)) * (1 - v ^ 2) + v ^ 2 * (t ^ r + t ^ (k + 1)))) (by
    linear_combination ((p ^ r - (t * p) ^ r) * (p ^ (k + 1) - (t * p) ^ (k + 1)) / 2) * huv)
  have hc : p ^ (r + k + 1) ≠ 0 := pow_ne_zero _ hp0.ne'
  have hz : 1 + t ^ (r + k + 1) ≠ 0 := by
    have hlt : |t ^ (r + k + 1)| < 1 := by
      rw [abs_pow]; exact pow_lt_one₀ (abs_nonneg _) ht1 (by omega)
    have := (abs_lt.mp hlt).1
    intro h0
    linarith
  have key : ∀ z D X W : ℝ, z ≠ 0 → D ^ 2 = z ^ 2 - 4 * W →
      (z * (1 - v ^ 2) + v ^ 2 * X) / z - u * D / z * (u * D / z) =
        v ^ 2 * (X / z) + (1 - v ^ 2) * (4 * W / z ^ 2) := by
    intro z D X W hz hD
    have k1 : (z * (1 - v ^ 2) + v ^ 2 * X) / z = (1 - v ^ 2) + v ^ 2 * (X / z) := by
      rw [add_div, mul_div_assoc (v ^ 2), mul_comm z, mul_div_assoc, div_self hz, mul_one]
    have k2 : u * D / z * (u * D / z) = (1 - v ^ 2) * (1 - 4 * W / z ^ 2) := by
      calc u * D / z * (u * D / z) = u ^ 2 * (D ^ 2 / z ^ 2) := by ring
        _ = _ := by
          rw [hD, sub_div, div_self (pow_ne_zero 2 hz), show u ^ 2 = 1 - v ^ 2 by linarith]
    rw [k1, k2]
    ring
  simp only [connected, average, hZ', hA', hB', hC', mul_div_mul_left _ _ hc]
  rw [← hv]
  exact key _ _ _ _ hz (by ring)

/-- As the ring grows at fixed distance `r`, the connected correlation tends to
`(q/p)^r exp(-4K) / (sinh² h + exp(-4K))`. -/
theorem connected_tendsto (K h : ℝ) (r : ℕ) :
    Tendsto (fun n => connected K h n r) atTop
      (𝓝 ((lamMinus K h / lamPlus K h) ^ r *
        (Real.exp (-4 * K) / (Real.sinh h ^ 2 + Real.exp (-4 * K))))) := by
  have hqp := (transfer_spectrum K h).1
  have hp0 : 0 < lamPlus K h := (abs_nonneg _).trans_lt hqp
  have hfin := connected_finite K h r
  change Tendsto _ _ (𝓝 (_ * amplitude K h))
  obtain ⟨t, ht⟩ : ∃ t, t = lamMinus K h / lamPlus K h := ⟨_, rfl⟩
  have ht1 : |t| < 1 := by rw [ht, abs_div, abs_of_pos hp0, div_lt_one hp0]; exact hqp
  rw [← ht] at hfin ⊢
  -- powers of the eigenvalue ratio that wind around the ring die out
  have h0 := tendsto_pow_atTop_nhds_zero_of_abs_lt_one ht1
  have h1 : Tendsto (fun k : ℕ => t ^ (k + 1)) atTop (𝓝 0) := h0.comp (tendsto_add_atTop_nat 1)
  have h2 : Tendsto (fun k : ℕ => t ^ (r + k + 1)) atTop (𝓝 0) := by
    refine (h0.comp (tendsto_add_atTop_nat (r + 1))).congr fun k => ?_
    change t ^ (k + (r + 1)) = t ^ (r + k + 1)
    congr 1
    omega
  have h3 : Tendsto (fun k : ℕ => 1 + t ^ (r + k + 1)) atTop (𝓝 (1 + 0)) :=
    tendsto_const_nhds.add h2
  have hl : Tendsto (fun k : ℕ =>
      amplitude K h * ((t ^ r + t ^ (k + 1)) / (1 + t ^ (r + k + 1))) +
        (1 - amplitude K h) * (4 * t ^ (r + k + 1) / (1 + t ^ (r + k + 1)) ^ 2)) atTop
      (𝓝 (amplitude K h * ((t ^ r + 0) / (1 + 0)) +
        (1 - amplitude K h) * (4 * 0 / (1 + 0) ^ 2))) :=
    (((tendsto_const_nhds.add h1).div h3 (by norm_num)).const_mul _).add
      (((h2.const_mul 4).div (h3.pow 2) (by norm_num)).const_mul _)
  have e : amplitude K h * ((t ^ r + 0) / (1 + 0)) +
      (1 - amplitude K h) * (4 * 0 / (1 + 0) ^ 2) = t ^ r * amplitude K h := by
    norm_num [mul_comm]
  rw [e] at hl
  rw [← tendsto_add_atTop_iff_nat r]
  refine hl.congr fun k => ?_
  rw [add_comm k r, hfin k]

/-- Without a field, the connected correlation at distance `r` tends to `(tanh K)^r`. -/
theorem connected_tendsto_zero_field (K : ℝ) (r : ℕ) :
    Tendsto (fun n => connected K 0 n r) atTop (𝓝 (Real.tanh K ^ r)) := by
  have e : Real.exp (-2 * K) = Real.exp (-K) ^ 2 := by
    rw [← Real.exp_nat_mul]; congr 1; push_cast; ring
  have hg : gap K 0 = Real.exp (-K) := by
    rw [gap, Real.sinh_zero, e,
      show Real.exp (2 * K) * 0 ^ 2 + Real.exp (-K) ^ 2 = Real.exp (-K) ^ 2 by ring,
      Real.sqrt_sq (Real.exp_pos _).le]
  have hr : lamMinus K 0 / lamPlus K 0 = Real.tanh K := by
    rw [lamMinus, lamPlus, hg, Real.cosh_zero, mul_one, Real.tanh_eq_sinh_div_cosh,
      Real.sinh_eq, Real.cosh_eq, div_div_div_cancel_right₀ (by norm_num)]
  have ha : Real.exp (-4 * K) / ((0 : ℝ) ^ 2 + Real.exp (-4 * K)) = 1 := by
    rw [zero_pow two_ne_zero, zero_add, div_self (Real.exp_ne_zero _)]
  have hlim := connected_tendsto K 0 r
  rw [Real.sinh_zero, hr, ha, mul_one] at hlim
  exact hlim

end

end IsingRingCorrelation
```

```lean
#print axioms IsingRingCorrelation.connected_finite
#print axioms IsingRingCorrelation.connected_tendsto_zero_field
```

```
'IsingRingCorrelation.connected_finite' depends on axioms: [propext, Classical.choice, Quot.sound]
'IsingRingCorrelation.connected_tendsto_zero_field' depends on axioms: [propext, Classical.choice, Quot.sound]
```

## How the file matches the derivation, and its scope

`connected_tendsto` states the limit for every real `K` and `h` and every natural `r`. The ring has `n + 1` spins, so N = n + 1. `Fin 2` labels the spin states, `spin` gives their values ±1, and `average` is the full Boltzmann sum divided by Z. Addition in `Fin (n + 1)` closes the ring; a two-spin ring therefore counts its bond twice, and a single spin is bonded to itself.

`weight_eq_prod` factorises the weight. `sum_paths` turns path sums into matrix products, `chain_prod` places the insertion at site r, and `sum_two_sites` combines them. `transfer_two_level` and `two_level_pow` supply the decomposition and, by induction, its powers; `transfer_spectrum` identifies p and q. `connected_finite` is C_N(r) with N = r + k + 1, and its limit in `k` gives the theorem. `connected_tendsto_zero_field` is the case h = 0.

The limit is taken with r, the number of steps from site 0, held fixed; the formula can fail if r grows with N. At h = 0 with K ≠ 0, choose r = N − 1: the two spins are neighbours across the closing bond, and their correlation tends to tanh K, whereas (tanh K)^r tends to 0.

The theorems concern exact averages for uniform couplings and field; they do not address sampling error or floating-point rounding.
